# A constant plus a decaying exponential of positive amplitude fits $W(0)$, $W'(0)$ and $W(1)$ exactly when $W(0)+W'(0)<W(1)<W(0)$

## Integrand, data and signs

In the adiabatic connection, the exchange-correlation energy is $E_{xc}=\int_0^1 W(\lambda)\,d\lambda$, where $\lambda$ scales the electron repulsion at fixed density. Suppose that three numbers are known: $W_0=W(0)$, the exchange energy; $D=W'(0)$, twice the second-order Görling–Levy correlation energy; and $W_1$, an estimate of $W(1)$. The model curve is

$$W(\lambda)=a+b\,e^{-c\lambda},\qquad b>0,\ c>0.$$

The code writes `l` for $\lambda$. Its `attenuation` is $g(c)=(1-e^{-c})/c$, which has nothing to do with the attenuated Coulomb operator of range separation.

## Admissible data, rate bracket and energy

Such a curve exists if and only if $W_0+D<W_1<W_0$, and then $a,b,c$ are unique. With $R=-D/(W_0-W_1)$,

$$R-1<c<R,\qquad \int_0^1 W\,d\lambda=W_0-\frac{W_1-W_0-D}{c}.$$

## Checking the data before solving for the rate

A density-functional code that uses this three-parameter model can detect inadmissible data before it starts a root search. One such case is no error: for a one-electron density the exact $W$ is constant, so exact data have $D=0$ and $W_1=W_0$, and the integral is simply $W_0$. For admissible data, $R-1$ and $R$ bracket the only positive root, so bisection needs no initial guess.

## From three conditions to one equation

Since $W'(\lambda)=-bc\,e^{-c\lambda}$, the conditions at zero are $a+b=W_0$ and $-bc=D$. Hence $D<0$, $b=-D/c$ and $a=W_0+D/c$. The condition at one becomes

$$W_0-W_1=b(1-e^{-c})=-D\,g(c).$$

**Bounds.** For $c>0$, $e^c>1+c$ gives $1-e^{-c}>c/(1+c)$, so $g(c)>1/(1+c)$. From $e^{-c}>0$ follows $g(c)<1/c$, and from $e^{-c}>1-c$ follows $g(c)<1$. Thus $0<W_0-W_1<-D$, which is the stated condition.

**Uniqueness.** Let $0<x<y$. Since $-x=\frac xy(-y)+(1-\frac xy)\,0$, strict convexity gives $e^{-x}<\frac xy e^{-y}+1-\frac xy$. Therefore $1-e^{-x}>\frac xy(1-e^{-y})$, and division by $x$ gives $g(x)>g(y)$. At most one $c$ solves the equation, and $c$ fixes $a$ and $b$.

**Existence.** For admissible data, $D<0$ and $r=(W_0-W_1)/(-D)=1/R$ lies in $(0,1)$. The bounds give $g(1/r-1)>r>g(1/r)$, so continuity supplies a root between these rates. Inserting $g(c)=1/R$ into the same bounds gives $R-1<c<R$.

**Energy.** Integration gives $a+\frac bc(1-e^{-c})=W_0+\frac Dc+\frac{W_0-W_1}{c}$, the formula above.

**A worked instance.** Take $W_0=-1$, $W_1=-2$, $D=-2\ln2\approx-1.386$. Then $R\approx1.386$ and $0.386<c<1.386$. The root is $c=\ln2\approx0.693$, with $b=2$ and $a=-3$. The integral is $-3+1/\ln2\approx-1.557$.

**The straight-line limit.** As $W_1$ falls to $W_0+D$ at fixed $W_0$ and $D<0$, $g(c)=1/R$ tends to 1, so $c\to0$ because $g$ is strictly decreasing and stays below 1. Then $b=-D/c$ diverges, and expanding $g(c)=1-c/2+\dots$ shows that the integral tends to $W_0+D/2$. The energy formula then divides a small difference by a small rate, so a code should switch to a series there.

## Lean source

```lean
import Mathlib

open Set

namespace ExponentialAdiabaticConnection

noncomputable section

/-- The exponential model `W(l) = a + b exp(-c l)` of the adiabatic-connection integrand
at coupling strength `l`. -/
def integrand (a b c l : ℝ) : ℝ := a + b * Real.exp (-c * l)

/-- The attenuation factor `(1 - exp(-c)) / c` of a decay rate `c`; at `c = 0` Lean's division gives
it the value 0. -/
def attenuation (c : ℝ) : ℝ := (1 - Real.exp (-c)) / c

/-- The exponential model with positive amplitude `b` and positive decay rate `c` has the value
`W0` and the slope `D` at zero coupling, and the value `W1` at full coupling. -/
structure Interpolates (W0 D W1 a b c : ℝ) : Prop where
  amplitude_pos : 0 < b
  rate_pos : 0 < c
  at_zero : integrand a b c 0 = W0
  slope : HasDerivAt (integrand a b c) D 0
  at_one : integrand a b c 1 = W1

/-- The slope of the exponential integrand at coupling strength `l` is `-b c exp(-c l)`. -/
theorem hasDerivAt_integrand (a b c l : ℝ) :
    HasDerivAt (integrand a b c) (-(b * c) * Real.exp (-c * l)) l := by
  have h : HasDerivAt (fun x : ℝ => -c * x) (-c) l :=
    ((hasDerivAt_id' l).const_mul (-c)).congr_deriv (by ring)
  exact ((h.exp.const_mul b).const_add a).congr_deriv (by ring)

/-- For a positive decay rate `c`, the attenuation factor lies above `1/(1+c)` and below
both `1/c` and `1`. -/
theorem attenuation_bounds {c : ℝ} (hc : 0 < c) :
    1 / (1 + c) < attenuation c ∧ attenuation c < 1 / c ∧ attenuation c < 1 := by
  have h1 : 1 + c < Real.exp c := by linarith [Real.add_one_lt_exp hc.ne']
  have h2 : 1 - c < Real.exp (-c) := by
    linarith [Real.add_one_lt_exp (neg_ne_zero.mpr hc.ne')]
  have hp := Real.exp_pos (-c)
  have h3 : Real.exp (-c) * Real.exp c = 1 := by
    rw [← Real.exp_add]; simp
  have h4 := mul_lt_mul_of_pos_left h1 hp
  unfold attenuation
  refine ⟨?_, ?_, ?_⟩
  · rw [div_lt_div_iff₀ (by linarith) hc]
    nlinarith
  · rw [div_lt_div_iff₀ hc hc]
    nlinarith [mul_pos hp hc]
  · rw [div_lt_one hc]
    linarith

/-- On positive decay rates, the attenuation factor strictly decreases as the rate grows. -/
theorem attenuation_strictAntiOn : StrictAntiOn attenuation (Ioi 0) := by
  intro x hx y hy hxy
  have hx : 0 < x := hx
  have hy : 0 < y := hy
  have ht : x / y * y = x := div_mul_cancel₀ x hy.ne'
  -- the point -x lies between -y and 0, so exp(-x) lies below the chord
  have h := strictConvexOn_exp.2 (mem_univ (-y)) (mem_univ (0 : ℝ))
    (neg_ne_zero.mpr hy.ne') (div_pos hx hy)
    (sub_pos.mpr ((div_lt_one hy).mpr hxy)) (by ring)
  simp only [smul_eq_mul, mul_zero, add_zero, Real.exp_zero, mul_one] at h
  have e : x / y * -y = -x := by linear_combination -ht
  rw [e] at h
  have h' := mul_lt_mul_of_pos_right h hy
  have e2 : (x / y * Real.exp (-y) + (1 - x / y)) * y = x * Real.exp (-y) + (y - x) := by
    linear_combination (Real.exp (-y) - 1) * ht
  rw [e2] at h'
  unfold attenuation
  rw [div_lt_div_iff₀ hy hx]
  nlinarith

/-- Every ratio strictly between 0 and 1 is the attenuation factor of some positive
decay rate. -/
theorem exists_attenuation_eq {r : ℝ} (h0 : 0 < r) (h1 : r < 1) :
    ∃ c, 0 < c ∧ attenuation c = r := by
  have hc0 : 0 < 1 / r - 1 := sub_pos.mpr ((one_lt_div h0).mpr h1)
  -- the rates 1/r - 1 and 1/r bracket the solution
  have hlo := (attenuation_bounds hc0).1
  have hhi := (attenuation_bounds (one_div_pos.mpr h0)).2.1
  rw [add_sub_cancel, one_div_one_div] at hlo
  rw [one_div_one_div] at hhi
  have hcont : ContinuousOn (fun c : ℝ => (1 - Real.exp (-c)) / c)
      (Icc (1 / r - 1) (1 / r)) := by
    refine ContinuousOn.div (by fun_prop) (by fun_prop) ?_
    intro c hc
    exact (lt_of_lt_of_le hc0 hc.1).ne'
  obtain ⟨c, hc, h⟩ := intermediate_value_Icc' (f := attenuation)
    (by linarith) hcont ⟨hhi.le, hlo.le⟩
  exact ⟨c, lt_of_lt_of_le hc0 hc.1, h⟩

/-- The interpolation conditions amount to a negative initial slope, a positive decay rate,
explicit formulas for `a` and `b`, and one scalar equation for the decay rate. -/
theorem interpolates_iff {W0 D W1 a b c : ℝ} :
    Interpolates W0 D W1 a b c ↔
      D < 0 ∧ 0 < c ∧ a = W0 + D / c ∧ b = -D / c ∧ W0 - W1 = -D * attenuation c := by
  constructor
  · rintro ⟨hb, hc, h0, hD, h1⟩
    have hs : D = -(b * c) := by
      have := hD.unique (hasDerivAt_integrand a b c 0)
      simpa using this
    simp only [integrand, mul_zero, Real.exp_zero, mul_one] at h0 h1
    have hbc : D / c = -b := by
      rw [hs, neg_div, mul_div_assoc, div_self hc.ne', mul_one]
    refine ⟨by linarith [mul_pos hb hc], hc, by rw [hbc]; linarith,
      by rw [neg_div, hbc, neg_neg], ?_⟩
    have e : -D * attenuation c = -(D / c) * (1 - Real.exp (-c)) := by
      unfold attenuation; ring
    rw [e, hbc]
    linear_combination h1 - h0
  · rintro ⟨hD, hc, rfl, rfl, h⟩
    unfold attenuation at h
    refine ⟨div_pos (neg_pos.mpr hD) hc, hc, ?_, ?_, ?_⟩
    · simp only [integrand, mul_zero, Real.exp_zero, mul_one]
      ring
    · refine (hasDerivAt_integrand _ _ _ _).congr_deriv ?_
      rw [mul_zero, Real.exp_zero, div_mul_cancel₀ _ hc.ne']
      ring
    · simp only [integrand, mul_one]
      linear_combination h

/-- An exponential integrand with positive amplitude and decay rate matches the data
`W(0) = W0`, `W'(0) = D`, `W(1) = W1` if and only if `W0 + D < W1 < W0`, and its three
parameters are uniquely determined by the data. -/
theorem exponential_interpolation (W0 D W1 : ℝ) :
    ((∃ a b c, Interpolates W0 D W1 a b c) ↔ W0 + D < W1 ∧ W1 < W0) ∧
    ∀ a b c a' b' c', Interpolates W0 D W1 a b c → Interpolates W0 D W1 a' b' c' →
      a = a' ∧ b = b' ∧ c = c' := by
  refine ⟨⟨?_, ?_⟩, ?_⟩
  · rintro ⟨a, b, c, h⟩
    obtain ⟨hD, hc, -, -, h⟩ := interpolates_iff.mp h
    obtain ⟨hl, -, hu⟩ := attenuation_bounds hc
    have hp : 0 < attenuation c := lt_trans (by positivity) hl
    have k1 := mul_pos (neg_pos.mpr hD) hp
    have k2 := mul_pos (neg_pos.mpr hD) (sub_pos.mpr hu)
    constructor <;> nlinarith
  · rintro ⟨h1, h2⟩
    have hD : 0 < -D := by linarith
    -- choose the rate whose attenuation is the ratio of actual to linear drop
    obtain ⟨c, hc, h⟩ := exists_attenuation_eq (r := (W0 - W1) / (-D))
      (div_pos (by linarith) hD) ((div_lt_one hD).mpr (by linarith))
    refine ⟨_, _, c, interpolates_iff.mpr ⟨by linarith, hc, rfl, rfl, ?_⟩⟩
    rw [h, mul_comm, div_mul_cancel₀ _ hD.ne']
  · intro a b c a' b' c' h h'
    obtain ⟨hD, hc, ha, hb, h⟩ := interpolates_iff.mp h
    obtain ⟨-, hc', ha', hb', h'⟩ := interpolates_iff.mp h'
    have e : attenuation c = attenuation c' :=
      mul_left_cancel₀ (neg_ne_zero.mpr hD.ne) (h.symm.trans h')
    have hcc : c = c' := attenuation_strictAntiOn.injOn hc hc' e
    subst hcc
    exact ⟨ha.trans ha'.symm, hb.trans hb'.symm, rfl⟩

/-- The decay rate of an interpolating exponential lies in the open interval of length one
that ends at the ratio `-D / (W0 - W1)`. -/
theorem rate_bracket {W0 D W1 a b c : ℝ} (h : Interpolates W0 D W1 a b c) :
    -D / (W0 - W1) - 1 < c ∧ c < -D / (W0 - W1) := by
  have hw : 0 < W0 - W1 :=
    sub_pos.mpr ((exponential_interpolation W0 D W1).1.mp ⟨a, b, c, h⟩).2
  obtain ⟨hD, hc, -, -, h⟩ := interpolates_iff.mp h
  obtain ⟨hl, hu, -⟩ := attenuation_bounds hc
  rw [div_lt_iff₀ (by linarith)] at hl
  rw [lt_div_iff₀ hc] at hu
  have k1 := mul_lt_mul_of_pos_left hl (neg_pos.mpr hD)
  have k2 := mul_lt_mul_of_pos_left hu (neg_pos.mpr hD)
  constructor
  · rw [sub_lt_iff_lt_add, div_lt_iff₀ hw, h]
    linarith
  · rw [lt_div_iff₀ hw, h]
    linarith

/-- The coupling-constant integral of an interpolating exponential from zero to full coupling
is `W0 - (W1 - W0 - D) / c`. -/
theorem coupling_integral {W0 D W1 a b c : ℝ} (h : Interpolates W0 D W1 a b c) :
    ∫ l in (0 : ℝ)..1, integrand a b c l = W0 - (W1 - W0 - D) / c := by
  obtain ⟨-, hc, ha, -, -⟩ := interpolates_iff.mp h
  have h0 := h.at_zero
  have h1 := h.at_one
  simp only [integrand, mul_zero, Real.exp_zero, mul_one] at h0 h1
  -- an antiderivative is a l - (b/c) exp(-c l)
  have hF : ∀ l ∈ uIcc (0 : ℝ) 1,
      HasDerivAt (fun x => a * x + integrand 0 (-(b / c)) c x) (integrand a b c l) l := by
    intro l _
    refine (((hasDerivAt_id' l).const_mul a).fun_add
      (hasDerivAt_integrand 0 (-(b / c)) c l)).congr_deriv ?_
    have hbc : b / c * c = b := div_mul_cancel₀ b hc.ne'
    unfold integrand
    linear_combination Real.exp (-c * l) * hbc
  have hcont : Continuous (integrand a b c) :=
    continuous_iff_continuousAt.mpr fun l => (hasDerivAt_integrand a b c l).continuousAt
  rw [intervalIntegral.integral_eq_sub_of_hasDerivAt hF (hcont.intervalIntegrable _ _)]
  simp only [integrand, mul_zero, Real.exp_zero, mul_one]
  linear_combination ha + (h0 - h1) / c

end

end ExponentialAdiabaticConnection
```

```lean
#print axioms ExponentialAdiabaticConnection.exponential_interpolation
#print axioms ExponentialAdiabaticConnection.rate_bracket
#print axioms ExponentialAdiabaticConnection.coupling_integral
```

```
'ExponentialAdiabaticConnection.exponential_interpolation' depends on axioms: [propext, Classical.choice, Quot.sound]
'ExponentialAdiabaticConnection.rate_bracket' depends on axioms: [propext, Classical.choice, Quot.sound]
'ExponentialAdiabaticConnection.coupling_integral' depends on axioms: [propext, Classical.choice, Quot.sound]
```

## What is proved, and what the physics must supply

`Interpolates W0 D W1 a b c` collects the two sign conditions and the three data conditions for real numbers. `HasDerivAt` makes $D$ a true two-sided derivative at zero, using the formula's extension to negative $\lambda$. `exponential_interpolation` states the equivalence and uniqueness without assuming $D<0$, because either side implies it.

`interpolates_iff` performs the reduction to one equation; uniqueness of derivatives identifies $D$ with $-bc$. `attenuation_bounds` clears denominators and finishes with `nlinarith` or `linarith`. `attenuation_strictAntiOn` applies `strictConvexOn_exp` to the chord above, and `exists_attenuation_eq` uses `intermediate_value_Icc'`. The main theorem combines these, with injectivity of $g$ giving equal rates. `rate_bracket` rearranges the bounds, and `coupling_integral` differentiates an explicit antiderivative.

What is left to physics is how closely such an exponential follows the system's integrand between $\lambda=0$ and $\lambda=1$. Three matching data do not settle this, so the integral is the model's energy, not necessarily the system's. Rounding and the accuracy of the input data remain matters for the code.
